# A projector density matrix P truncated by an orthogonal projector Q to QPQ stays idempotent exactly when P and Q commute

Let P and Q be orthogonal projectors, that is, Hermitian idempotent complex matrices of the same finite size. We may read P as the one-particle density matrix of a single Slater determinant in an orthonormal spin-orbital basis, normalised so that its trace is the number of electrons, and Q as the projector onto a chosen subspace of spin orbitals. The theorem `truncated_idempotent_iff` says that the truncated matrix QPQ is idempotent if and only if PQ = QP. For the forward direction, the attempt sets A = PQ − QPQ and shows that A†A, which equals the idempotency defect QPQ − (QPQ)², is zero; the trace of A†A is the sum of the squared moduli of A's entries, so A = 0, and comparing PQ = QPQ with its adjoint should give commutation. The converse is a short calculation from PQ = QP and the idempotence of P and Q.

The first attempt, which Lean rejects:

```lean
import Mathlib

open Matrix

namespace TruncatedIdempotentIff

variable {n : Type*} [Fintype n] [DecidableEq n]

/-- An orthogonal projector: a Hermitian idempotent complex matrix. -/
structure IsProjector (P : Matrix n n ℂ) : Prop where
  herm : Pᴴ = P
  idem : P * P = P

/-- The squared Frobenius norm, the sum of the squared moduli of all entries. -/
noncomputable def frobSq (A : Matrix n n ℂ) : ℝ := ∑ i, ∑ j, ‖A i j‖ ^ 2

omit [DecidableEq n] in
/-- The trace of `A†A` is the squared Frobenius norm of `A`. -/
theorem trace_conjTranspose_mul (A : Matrix n n ℂ) :
    (Aᴴ * A).trace = (frobSq A : ℂ) := by
  simp only [frobSq, Matrix.trace, Matrix.diag_apply, Matrix.mul_apply,
    Matrix.conjTranspose_apply]
  push_cast
  rw [Finset.sum_comm]
  refine Finset.sum_congr rfl fun i _ => Finset.sum_congr rfl fun j _ => ?_
  exact Complex.conj_mul' (A i j)

omit [DecidableEq n] in
/-- The squared Frobenius norm vanishes only for the zero matrix. -/
theorem frobSq_eq_zero (A : Matrix n n ℂ) : frobSq A = 0 ↔ A = 0 := by
  constructor
  · intro h
    unfold frobSq at h
    ext i j
    have h1 := (Finset.sum_eq_zero_iff_of_nonneg
      (fun i _ => Finset.sum_nonneg fun j _ => sq_nonneg ‖A i j‖)).1 h i (Finset.mem_univ i)
    have h2 := (Finset.sum_eq_zero_iff_of_nonneg
      (fun j _ => sq_nonneg ‖A i j‖)).1 h1 j (Finset.mem_univ j)
    simpa using h2
  · rintro rfl
    simp [frobSq]

/-- For orthogonal projectors `P` and `Q`, the truncated density matrix `QPQ` is idempotent
exactly when `P` and `Q` commute. -/
theorem truncated_idempotent_iff {P Q : Matrix n n ℂ} (hP : IsProjector P)
    (hQ : IsProjector Q) :
    (Q * P * Q) * (Q * P * Q) = Q * P * Q ↔ P * Q = Q * P := by
  constructor
  · intro h
    have h5 : Q * P * Q * P * Q = Q * P * Q := by
      calc Q * P * Q * P * Q = Q * P * (Q * Q) * P * Q := by rw [hQ.idem]
        _ = (Q * P * Q) * (Q * P * Q) := by noncomm_ring
        _ = Q * P * Q := h
    -- the idempotency defect is `A†A` with `A = PQ - QPQ`
    have hA : (P * Q - Q * P * Q)ᴴ * (P * Q - Q * P * Q) = 0 := by
      have hs : (P * Q - Q * P * Q)ᴴ = Q * P - Q * P * Q := by
        simp only [Matrix.conjTranspose_sub, Matrix.conjTranspose_mul, hP.herm, hQ.herm,
          mul_assoc]
      rw [hs]
      calc (Q * P - Q * P * Q) * (P * Q - Q * P * Q)
          = Q * (P * P) * Q - Q * P * Q * P * Q - Q * P * Q * P * Q
            + Q * P * (Q * Q) * P * Q := by noncomm_ring
        _ = 0 := by
          rw [hP.idem, hQ.idem, h5]
          abel
    have hf := trace_conjTranspose_mul (P * Q - Q * P * Q)
    rw [hA, Matrix.trace_zero] at hf
    have hz := (frobSq_eq_zero _).1 (by exact_mod_cast hf.symm)
    have h1 : P * Q = Q * P * Q := sub_eq_zero.1 hz
    have h2 := congrArg Matrix.conjTranspose h1
    simp only [Matrix.conjTranspose_mul, hP.herm, hQ.herm] at h2
    rw [h1, h2, mul_assoc]
  · intro h
    have h1 : Q * P * Q = Q * P := by rw [mul_assoc, h, ← mul_assoc, hQ.idem]
    rw [h1, ← mul_assoc, h1, mul_assoc, hP.idem]

end TruncatedIdempotentIff
```

Lean reports:

```
Main.lean:49:2: error: unsolved goals
case mp
n : Type u_1
inst✝¹ : Fintype n
inst✝ : DecidableEq n
P Q : Matrix n n ℂ
hP : IsProjector P
hQ : IsProjector Q
h : Q * P * Q * (Q * P * Q) = Q * P * Q
h5 : Q * P * Q * P * Q = Q * P * Q
hA : (P * Q - Q * P * Q)ᴴ * (P * Q - Q * P * Q) = 0
hf : 0 = ↑(frobSq (P * Q - Q * P * Q))
hz : P * Q - Q * P * Q = 0
h1 : P * Q = Q * P * Q
h2 : Q * P = Q * (P * Q)
⊢ Q * (P * Q * Q) = Q * (P * Q)
```

Diagnosis. The error is in the last step of the forward direction, where the needed facts are already present: `h1 : P * Q = Q * P * Q` and its adjoint `h2 : Q * P = Q * (P * Q)`. The goal is `P * Q = Q * P`, and `rw [h1]` turns it into `Q * P * Q = Q * P`. Now `Q * P` occurs on both sides, since `Q * P * Q` means `(Q * P) * Q`, and `rw [h2]` replaces both occurrences. The left side thereby gains an extra factor `Q`. After `mul_assoc` the goal is `Q * (P * Q * Q) = Q * (P * Q)`, as the message shows. This is true, for instance because `Q * Q = Q`, but the two sides are not equal by reflexivity, which is all that `rw` tries at the end, so the goal stays open.

The repair replaces the rewriting with a chain of equalities. `h1` leads from `P * Q` to `Q * P * Q`, `mul_assoc Q P Q` regroups this as `Q * (P * Q)`, and `h2.symm` leads from there to `Q * P`. Each equation is used once, between whole expressions, so no extra `Q` appears.

The change, after which it compiles:

```diff
@@ -70,5 +70,5 @@
     have h2 := congrArg Matrix.conjTranspose h1
     simp only [Matrix.conjTranspose_mul, hP.herm, hQ.herm] at h2
-    rw [h1, h2, mul_assoc]
+    exact h1.trans ((mul_assoc Q P Q).trans h2.symm)
   · intro h
     have h1 : Q * P * Q = Q * P := by rw [mul_assoc, h, ← mul_assoc, hQ.idem]
```
